# The logarithm in one-loop QED vacuum polarization and its leading $m^2/Q^2$ correction

In one-loop QED with a single lepton of mass $m$ and unit charge, the vacuum polarization $\Pi$, renormalised to vanish at zero momentum and with the sign for which the effective coupling is $\alpha/(1-\Pi)$, is $2\alpha/\pi$ times an integral over a Feynman parameter, where $\alpha$ is the fine-structure constant. At a spacelike momentum transfer with $Q^2$ far above $m^2$, this integral can be approximated by $(\ln(Q^2/m^2)-5/3)/6$. The part dropped is never negative, is at most $m^2/Q^2$, and its ratio to $m^2/Q^2$ tends to $1$ at large $Q^2$.

```lean
import Mathlib

open Filter Topology Set MeasureTheory

namespace VacuumPolarization

noncomputable section

/-- The one-loop vacuum polarization integral over the Feynman parameter `x`, at spacelike
momentum transfer `t = Q²/m² > 0`. -/
def loopIntegral (t : ℝ) : ℝ :=
  ∫ x in (0:ℝ)..1, x * (1 - x) * Real.log (1 + t * (x * (1 - x)))

/-- What is left of the loop integral, for `t > 0`, after subtracting the logarithm
`(ln t - 5/3)/6`. -/
def massCorrection (t : ℝ) : ℝ := loopIntegral t - (Real.log t - 5 / 3) / 6

/-- The function `u ln(1 + 1/(t u))`, for `t > 0` and `u > 0`. -/
def massTerm (t u : ℝ) : ℝ := u * Real.log (1 + 1 / (t * u))

/-- A primitive of `y (1 - y) ln y` on `y > 0`. -/
def logPrimitive (y : ℝ) : ℝ :=
  y * Real.log y * (y / 2 - y ^ 2 / 3) - y ^ 2 / 4 + y ^ 3 / 9

/-- The one-loop effective coupling at `t = Q²/m² > 0`, where `α` is the coupling at zero momentum
transfer; its domain is where `1 - (2α/π) F(t)` is nonzero, `F` being the loop integral. -/
def effectiveCoupling (α t : ℝ) : ℝ := α / (1 - 2 * α / Real.pi * loopIntegral t)

/-- The Feynman-parameter weight `x (1 - x)` integrates to `1/6`. -/
theorem integral_weight : ∫ x in (0:ℝ)..1, x * (1 - x) = 1 / 6 := by
  have h : ∀ x : ℝ, x * (1 - x) = x - x ^ 2 := fun x => by ring
  simp_rw [h]
  rw [intervalIntegral.integral_sub, integral_id, integral_pow]
  · norm_num
  all_goals exact Continuous.intervalIntegrable (by fun_prop) _ _

/-- For `y > 0` the derivative of `logPrimitive` is `y (1 - y) ln y`. -/
theorem hasDerivAt_logPrimitive {y : ℝ} (hy : 0 < y) :
    HasDerivAt logPrimitive (y * (1 - y) * Real.log y) y := by
  have s2 : HasDerivAt (fun z : ℝ => z ^ 2) (2 * y) y := by simpa using hasDerivAt_pow 2 y
  have s3 : HasDerivAt (fun z : ℝ => z ^ 3) (3 * y ^ 2) y := by simpa using hasDerivAt_pow 3 y
  have h1 := (hasDerivAt_id' y).fun_mul (Real.hasDerivAt_log hy.ne')
  have h2 := ((hasDerivAt_id' y).div_const 2).fun_sub (s2.div_const 3)
  have h3 := ((h1.fun_mul h2).fun_sub (s2.div_const 4)).fun_add (s3.div_const 9)
  refine HasDerivAt.congr_deriv h3 ?_
  linear_combination (y / 2 - y ^ 2 / 3) * mul_inv_cancel₀ hy.ne'

/-- The integral of `x (1 - x) ln(x (1 - x))` over the Feynman parameter is `-5/18`. -/
theorem integral_weight_log :
    ∫ x in (0:ℝ)..1, x * (1 - x) * Real.log (x * (1 - x)) = -5 / 18 := by
  have hP : Continuous logPrimitive := by
    unfold logPrimitive
    exact ((Real.continuous_mul_log.mul (by fun_prop)).sub (by fun_prop)).add (by fun_prop)
  have hG : Continuous (fun x : ℝ => logPrimitive x - logPrimitive (1 - x)) :=
    hP.sub (hP.comp (continuous_const.sub continuous_id))
  have hw : Continuous (fun x : ℝ => x * (1 - x)) := by fun_prop
  have hi : Continuous (fun x : ℝ => x * (1 - x) * Real.log (x * (1 - x))) :=
    Real.continuous_mul_log.comp hw
  -- the two logarithms ln x and ln(1 - x) contribute mirror-image primitives
  have hd : ∀ x ∈ Ioo (0:ℝ) 1, HasDerivAt (fun x : ℝ => logPrimitive x - logPrimitive (1 - x))
      (x * (1 - x) * Real.log (x * (1 - x))) x := by
    intro x hx
    have h1x : 0 < 1 - x := sub_pos.2 hx.2
    have h := (hasDerivAt_logPrimitive hx.1).fun_sub
      ((hasDerivAt_logPrimitive h1x).comp x ((hasDerivAt_id' x).const_sub 1))
    refine HasDerivAt.congr_deriv h ?_
    rw [Real.log_mul hx.1.ne' h1x.ne']
    ring
  rw [intervalIntegral.integral_eq_sub_of_hasDerivAt_of_le zero_le_one hG.continuousOn hd
    (hi.intervalIntegrable 0 1)]
  norm_num [logPrimitive]

/-- For `t > 0` and `u ≥ 0`, `u ln(1 + 1/(t u))` is `u ln(1 + t u)` with `u ln t` and `u ln u`
subtracted. -/
theorem massTerm_eq {t u : ℝ} (ht : 0 < t) (hu : 0 ≤ u) :
    massTerm t u = u * Real.log (1 + t * u) - Real.log t * u - u * Real.log u := by
  unfold massTerm
  rcases hu.eq_or_lt with rfl | h
  · simp
  · have hs : 0 < t * u := mul_pos ht h
    have e : 1 + 1 / (t * u) = (1 + t * u) / (t * u) := by
      rw [eq_div_iff hs.ne', add_mul, one_div_mul_cancel hs.ne']
      ring
    rw [e, Real.log_div (by positivity) hs.ne', Real.log_mul ht.ne' h.ne']
    ring

/-- For `t > 0` and `u ≥ 0`, `u ln(1 + 1/(t u))` lies between `0` and `1/t`. -/
theorem massTerm_bounds {t u : ℝ} (ht : 0 < t) (hu : 0 ≤ u) :
    0 ≤ massTerm t u ∧ massTerm t u ≤ 1 / t := by
  unfold massTerm
  rcases hu.eq_or_lt with rfl | h
  · simp [ht.le]
  · have hs : 0 < 1 / (t * u) := by positivity
    refine ⟨mul_nonneg hu (Real.log_nonneg (by linarith)), ?_⟩
    have hl := Real.log_le_sub_one_of_pos (show 0 < 1 + 1 / (t * u) by linarith)
    calc u * Real.log (1 + 1 / (t * u)) ≤ u * (1 / (t * u)) :=
          mul_le_mul_of_nonneg_left (by linarith) hu
      _ = 1 / t := by field_simp

/-- For `t > 0` the mass correction is the integral of `u ln(1 + 1/(t u))` with `u = x (1 - x)`,
and this integrand is integrable. -/
theorem massCorrection_eq {t : ℝ} (ht : 0 < t) :
    IntervalIntegrable (fun x : ℝ => massTerm t (x * (1 - x))) volume 0 1 ∧
      massCorrection t = ∫ x in (0:ℝ)..1, massTerm t (x * (1 - x)) := by
  have hu : ∀ x ∈ Icc (0:ℝ) 1, 0 ≤ x * (1 - x) :=
    fun x hx => mul_nonneg hx.1 (sub_nonneg.2 hx.2)
  have hw : Continuous (fun x : ℝ => x * (1 - x)) := by fun_prop
  have cA : ContinuousOn (fun x : ℝ => x * (1 - x) * Real.log (1 + t * (x * (1 - x))))
      (Icc 0 1) := by
    refine hw.continuousOn.mul (ContinuousOn.log (by fun_prop) fun x hx => ?_)
    have h2 := mul_nonneg ht.le (hu x hx)
    have h3 : 0 < 1 + t * (x * (1 - x)) := by linarith
    exact h3.ne'
  have cB : Continuous (fun x : ℝ => Real.log t * (x * (1 - x))) := continuous_const.mul hw
  have cC : Continuous (fun x : ℝ => x * (1 - x) * Real.log (x * (1 - x))) :=
    Real.continuous_mul_log.comp hw
  have cAB : ContinuousOn (fun x : ℝ => x * (1 - x) * Real.log (1 + t * (x * (1 - x)))
      - Real.log t * (x * (1 - x))) (Icc 0 1) := cA.sub cB.continuousOn
  constructor
  · exact ((cAB.sub cC.continuousOn).congr
      fun x hx => massTerm_eq ht (hu x hx)).intervalIntegrable_of_Icc zero_le_one
  · -- split the logarithm and insert the two elementary integrals
    have e : ∫ x in (0:ℝ)..1, massTerm t (x * (1 - x)) =
        ∫ x in (0:ℝ)..1, (x * (1 - x) * Real.log (1 + t * (x * (1 - x)))
          - Real.log t * (x * (1 - x)) - x * (1 - x) * Real.log (x * (1 - x))) := by
      refine intervalIntegral.integral_congr fun x hx => ?_
      rw [uIcc_of_le zero_le_one] at hx
      exact massTerm_eq ht (hu x hx)
    rw [e, intervalIntegral.integral_sub (cAB.intervalIntegrable_of_Icc zero_le_one)
      (cC.intervalIntegrable 0 1), intervalIntegral.integral_sub
      (cA.intervalIntegrable_of_Icc zero_le_one) (cB.intervalIntegrable 0 1),
      intervalIntegral.integral_const_mul, integral_weight, integral_weight_log]
    unfold massCorrection loopIntegral
    ring

/-- At fixed `u > 0`, `t u ln(1 + 1/(t u))` tends to `1` as `t → ∞`. -/
theorem tendsto_massTerm {u : ℝ} (hu : 0 < u) :
    Tendsto (fun t => t * massTerm t u) atTop (𝓝 1) := by
  have key : ∀ s : ℝ, 0 < s → 1 - (s + 1)⁻¹ ≤ s * Real.log (1 + 1 / s) := by
    intro s hs
    have h := Real.one_sub_inv_le_log_of_pos (show 0 < 1 + 1 / s by positivity)
    calc 1 - (s + 1)⁻¹ = s * (1 - (1 + 1 / s)⁻¹) := by
          field_simp
          ring
      _ ≤ s * Real.log (1 + 1 / s) := mul_le_mul_of_nonneg_left h hs.le
  have hlow : Tendsto (fun t : ℝ => 1 - (t * u + 1)⁻¹) atTop (𝓝 1) := by
    have h := (tendsto_inv_atTop_zero.comp (tendsto_atTop_add_const_right atTop (1:ℝ)
      (tendsto_id.atTop_mul_const hu))).const_sub (1:ℝ)
    rw [sub_zero] at h
    exact h
  refine tendsto_of_tendsto_of_tendsto_of_le_of_le' hlow tendsto_const_nhds ?_ ?_
  · filter_upwards [eventually_gt_atTop 0] with t ht
    have h := key (t * u) (mul_pos ht hu)
    rwa [mul_assoc t u (Real.log _)] at h
  · filter_upwards [eventually_gt_atTop 0] with t ht
    have h := mul_le_mul_of_nonneg_left (massTerm_bounds ht hu.le).2 ht.le
    rwa [mul_one_div_cancel ht.ne'] at h

/-- For every `t = Q²/m² > 0` the loop integral exceeds `(ln t - 5/3)/6` by an amount between `0`
and `1/t`, and `t` times this amount tends to `1` as `t → ∞`. -/
theorem vacuum_polarization_asymptotics :
    (∀ t : ℝ, 0 < t → 0 ≤ massCorrection t ∧ massCorrection t ≤ 1 / t) ∧
      Tendsto (fun t => t * massCorrection t) atTop (𝓝 1) := by
  have hu : ∀ x ∈ Icc (0:ℝ) 1, 0 ≤ x * (1 - x) :=
    fun x hx => mul_nonneg hx.1 (sub_nonneg.2 hx.2)
  constructor
  · intro t ht
    obtain ⟨hint, e⟩ := massCorrection_eq ht
    rw [e]
    refine ⟨intervalIntegral.integral_nonneg zero_le_one
      fun x hx => (massTerm_bounds ht (hu x hx)).1, ?_⟩
    calc ∫ x in (0:ℝ)..1, massTerm t (x * (1 - x)) ≤ ∫ _x in (0:ℝ)..1, 1 / t :=
          intervalIntegral.integral_mono_on zero_le_one hint
            (continuous_const.intervalIntegrable 0 1)
            fun x hx => (massTerm_bounds ht (hu x hx)).2
      _ = 1 / t := by simp
  · -- dominated convergence, with the constant 1 as dominating function
    have hne : ∀ᵐ x : ℝ, x ≠ 1 := ae_iff.2 (by simp)
    have hlim : Tendsto (fun t : ℝ => ∫ x in (0:ℝ)..1, t * massTerm t (x * (1 - x))) atTop
        (𝓝 (∫ _x in (0:ℝ)..1, (1:ℝ))) := by
      refine intervalIntegral.tendsto_integral_filter_of_dominated_convergence
        (fun _ => (1:ℝ)) ?_ ?_ (continuous_const.intervalIntegrable 0 1) ?_
      · filter_upwards [eventually_gt_atTop 0] with t ht
        exact ((massCorrection_eq ht).1.const_mul t).def'.aestronglyMeasurable
      · filter_upwards [eventually_gt_atTop 0] with t ht
        refine Eventually.of_forall fun x hx => ?_
        rw [uIoc_of_le zero_le_one] at hx
        have hb := massTerm_bounds ht (hu x ⟨hx.1.le, hx.2⟩)
        have h := mul_le_mul_of_nonneg_left hb.2 ht.le
        rw [mul_one_div_cancel ht.ne'] at h
        rwa [Real.norm_of_nonneg (mul_nonneg ht.le hb.1)]
      · filter_upwards [hne] with x hx1 hx
        rw [uIoc_of_le zero_le_one] at hx
        exact tendsto_massTerm (mul_pos hx.1 (sub_pos.2 (lt_of_le_of_ne hx.2 hx1)))
    have hone : ∫ _x in (0:ℝ)..1, (1:ℝ) = 1 := by simp
    rw [hone] at hlim
    refine hlim.congr' ?_
    filter_upwards [eventually_gt_atTop 0] with t ht
    rw [(massCorrection_eq ht).2, intervalIntegral.integral_const_mul]

/-- For `α > 0`, `t > 0` and a positive denominator in the one-loop effective coupling, the
logarithmic formula `α / (1 - (α/3π)(ln t - 5/3))` never exceeds that coupling. -/
theorem logarithmic_coupling_le {α t : ℝ} (hα : 0 < α) (ht : 0 < t)
    (hpole : 0 < 1 - 2 * α / Real.pi * loopIntegral t) :
    α / (1 - α / (3 * Real.pi) * (Real.log t - 5 / 3)) ≤ effectiveCoupling α t := by
  have hR := (vacuum_polarization_asymptotics.1 t ht).1
  unfold massCorrection at hR
  have hc : 0 ≤ 2 * α / Real.pi := by positivity
  have h := mul_le_mul_of_nonneg_left (sub_nonneg.1 hR) hc
  have e : 2 * α / Real.pi * ((Real.log t - 5 / 3) / 6) =
      α / (3 * Real.pi) * (Real.log t - 5 / 3) := by ring
  rw [e] at h
  exact div_le_div_of_nonneg_left hα.le hpole (by linarith)

end

end VacuumPolarization
```

```lean
#print axioms VacuumPolarization.logarithmic_coupling_le
```

```
'VacuumPolarization.logarithmic_coupling_le' depends on axioms: [propext, Classical.choice, Quot.sound]
```

## The coupling and the part the logarithm leaves out

Write $t=Q^2/m^2>0$ in units with $\hbar=c=1$; this is a ratio, not the Mandelstam variable. The Feynman-parameter integral `loopIntegral` is
$$F(t)=\int_0^1 x(1-x)\ln\bigl(1+t\,x(1-x)\bigr)\,dx .$$
The remainder `massCorrection` is defined by subtraction,
$$R(t)=F(t)-\tfrac16\bigl(\ln t-\tfrac53\bigr).$$
Its name refers to the effect of a nonzero lepton mass on the running, not to a shift of that mass.

The theorem `vacuum_polarization_asymptotics` has two parts: $0\le R(t)\le 1/t$ for every $t>0$, and $tR(t)\to1$ as $t\to\infty$. At $t=100$, for example, the logarithmic expression is about $0.490$, and it falls short of $F$ by at most $0.01$.

The second theorem, `logarithmic_coupling_le`, concerns
$$\alpha_{\rm eff}(t)=\frac{\alpha}{1-(2\alpha/\pi)F(t)},$$
called `effectiveCoupling`, where $\alpha>0$ is the coupling at zero momentum. The hypothesis `hpole` makes the denominator positive, which places $t$ below the Landau pole of this one-loop expression. There the usual logarithmic formula never exceeds $\alpha_{\rm eff}$.

The definitions take the physics as input: that the vacuum polarization function, renormalised to vanish at zero momentum, equals $(2\alpha/\pi)F$, and that its repeated insertion gives the denominator above, is not derived from QED here. The model has one lepton of unit charge and one loop in the self-energy, and it excludes timelike momenta, where pair production can occur. With the same restrictions, $F$ also gives the Uehling correction to the Coulomb potential in atoms.

## Where the $5/3$ comes from

Set $u=x(1-x)$. For $0<x<1$,
$$\ln(1+tu)=\ln t+\ln u+\ln\Bigl(1+\frac1{tu}\Bigr).$$
Multiplied by $u$, this is `massTerm_eq`, with `massTerm` standing for $u\ln(1+1/(tu))$. At $u=0$ Lean's conventions for division and logarithm give this term the value $0$, which is also its limit.

Two integrals are elementary. The first, `integral_weight`, is $\int_0^1u\,dx=\frac12-\frac13=\frac16$. For the second, `logPrimitive` is
$$P(y)=\Bigl(\frac{y^2}{2}-\frac{y^3}{3}\Bigr)\ln y-\frac{y^2}{4}+\frac{y^3}{9},\qquad P'(y)=y(1-y)\ln y .$$
Since $\ln u=\ln x+\ln(1-x)$, the function $P(x)-P(1-x)$ has derivative $u\ln u$. It is continuous up to the endpoints because $y\ln y\to0$ as $y\to0$, so
$$\int_0^1u\ln u\,dx=2\bigl(P(1)-P(0)\bigr)=2\Bigl(-\frac14+\frac19\Bigr)=-\frac5{18}.$$
This is `integral_weight_log`. Adding the three contributions gives
$$F(t)=\frac{\ln t}{6}-\frac5{18}+\int_0^1u\ln\Bigl(1+\frac1{tu}\Bigr)dx .$$
The first two terms are $(\ln t-5/3)/6$, so the last integral is $R(t)$. In `massCorrection_eq` this identity is proved together with the integrability of the last integrand, which the bound and the limit below use.

## The size of the remainder

For $z>0$ we have $0\le\ln(1+z)\le z$. With $z=1/(tu)$,
$$0\le u\ln\Bigl(1+\frac1{tu}\Bigr)\le\frac1t ,$$
which is `massTerm_bounds`. Integrating over the unit interval gives $0\le R(t)\le1/t$.

For the limit, fix $u>0$ and put $s=tu$. The inequality $\ln y\ge1-1/y$ at $y=1+1/s$ gives
$$1-\frac1{s+1}\le s\ln\Bigl(1+\frac1s\Bigr)\le1 .$$
As $t\to\infty$ both sides tend to $1$, and `tendsto_massTerm` concludes by squeezing. This convergence is not uniform in $x$, since $u$ vanishes at the endpoints. The integrand of $tR(t)$ nevertheless stays between $0$ and $1$, so dominated convergence with the constant $1$ gives $tR(t)\to\int_0^1 1\,dx=1$.

The coupling inequality uses only $R(t)\ge0$. Multiplying by $2\alpha/\pi$ gives
$$\frac{\alpha}{3\pi}\Bigl(\ln t-\frac53\Bigr)\le\frac{2\alpha}{\pi}F(t).$$
The logarithmic formula therefore has the larger denominator. Both denominators are positive under `hpole`, so dividing $\alpha$ by them gives
$$\frac{\alpha}{1-\frac{\alpha}{3\pi}\bigl(\ln t-\frac53\bigr)}\le\alpha_{\rm eff}(t).$$
